# An observable odd under the flip of one random sign averages to zero

The theorem concerns a finite set of independent random signs, each equally likely to take either value, and a real observable `f` that depends on them. If flipping one particular sign, the one at `a`, always turns `f` into `-f`, then the average of `f` is zero. The signs are encoded as Booleans, and the average is the sum over all configurations divided by their number, `2 ^ Fintype.card ι`. The proof notes that flipping the sign twice restores the configuration, so the flip is a permutation of the configurations. Reordering the sum by this permutation leaves it unchanged, but the hypothesis says it also changes sign, so it must vanish.

This version doesn't compile in Lean 4 with Mathlib:

```lean
import Mathlib

open Matrix

namespace StochasticCholeskyTrace

noncomputable section

variable {ι n : Type*} [Fintype ι] [DecidableEq ι] [Fintype n]

/-- The average of an observable over uniform independent signs. -/
def avg (f : (ι → Bool) → ℝ) : ℝ := (∑ t, f t) / 2 ^ Fintype.card ι

/-- An observable that changes sign when one of the random signs is flipped averages to zero. -/
theorem avg_eq_zero_of_odd (a : ι) (f : (ι → Bool) → ℝ)
    (hf : ∀ t, f (Function.update t a (!t a)) = -f t) : avg f = 0 := by
  have inv : Function.Involutive (fun t : ι → Bool => Function.update t a (!t a)) := by
    intro t
    simp
  have h := Equiv.sum_comp inv.toPerm f
  have h' : ∑ t, f (inv.toPerm t) = -∑ t, f t := by
    rw [← Finset.sum_neg_distrib]
    exact Finset.sum_congr rfl fun t _ => hf t
  have h0 : ∑ t, f t = 0 := by linarith
  rw [avg, h0, zero_div]

end

end StochasticCholeskyTrace
```

The error:

```
Main.lean:21:19: error: Application type mismatch: The argument
  Function.Involutive.toPerm t ?m.43
has type
  Equiv.Perm ?m.42
but is expected to have type
  ι → Bool
in the application
  f (Function.Involutive.toPerm t ?m.43)
```

Diagnosis. The error is in the statement of `h'`, where `inv.toPerm t` was meant to be the permutation applied to the configuration `t`. But `Function.Involutive.toPerm` takes two explicit arguments, first the function and then the proof that it is an involution. Dot notation supplies `inv` as the proof, which leaves the function's place open, and `t` was put there. The result is a permutation that has not been applied to anything, while `f` expects a configuration of type `ι → Bool`, and this is the mismatch Lean reports.

The repair writes `(Function.Involutive.toPerm _ inv) t`. The underscore fills the function's place, and Lean infers it from `inv`. The parentheses complete the permutation before it is applied to `t`, so `f` now receives a configuration.

The other changes are tidying. In `h` nothing follows `inv.toPerm`, so the function could already be inferred there, and the new line only spells out the same permutation. The annotation `t : ι → Bool` states a type that the permutation already determines.

After these edits no error is left:

```diff
@@ -18,6 +18,6 @@
     intro t
     simp
-  have h := Equiv.sum_comp inv.toPerm f
-  have h' : ∑ t, f (inv.toPerm t) = -∑ t, f t := by
+  have h := Equiv.sum_comp (Function.Involutive.toPerm _ inv) f
+  have h' : ∑ t : ι → Bool, f ((Function.Involutive.toPerm _ inv) t) = -∑ t, f t := by
     rw [← Finset.sum_neg_distrib]
     exact Finset.sum_congr rfl fun t _ => hf t
```
